# Exact amplitude and phase for y″ + Qy = 0, and the condition for a solution with two given zeros

A particle of mass m moves in one dimension in a potential V between hard walls at p and q, and its wave function in a stationary state of energy E obeys y″ + Qy = 0 with Q = 2m(E − V)/ħ². WKB writes y as a slowly varying amplitude times the sine of a phase, which is only approximate. I understand that an exact version exists: take real solutions u, v with uv′ − u′v = 1 and constants A > 0, AC − B² = 1. Then w = √(Au² + 2Buv + Cv²) is positive and solves w″ + Qw = 1/w³, and if θ′ = 1/w², then w sin θ solves the original equation. Can this be derived rigorously and checked by machine, together with the quantization condition it suggests?

## The amplitude from two solutions

Yes, both can. The Wronskian is constant, because

(uv′ − u′v)′ = uv″ − u″v = −Quv + Quv = 0.

Write F = Au² + 2Buv + Cv². Completing the square gives

AF = (Au + Bv)² + v².

This is positive if v ≠ 0. If v = 0, the Wronskian forces u ≠ 0, and F = Au² > 0. So w = √F is positive. Now set

N = F′/2 = Auu′ + B(uv′ + u′v) + Cvv′,
G = Au′² + 2Bu′v′ + Cv′².

Then w′ = N/w and N′ = G − Qw². Expanding the products gives

Gw² − N² = (AC − B²)(uv′ − u′v)² = 1,

and therefore

w″ = N′/w − N²/w³ = (Gw² − N²)/w³ − Qw = 1/w³ − Qw.

## The phase and the two walls

Let y = w sin φ with φ = θ − δ, where δ is constant and θ′ = 1/w². Then

y′ = w′ sin φ + (cos φ)/w,
y″ = w″ sin φ + w′(cos φ)/w² − w′(cos φ)/w² − (sin φ)/w³ = (w″ − 1/w³) sin φ = −Qy.

Now let y be any nonzero solution with y(p) = y(q) = 0, and let s = w sin(θ − θ(p)). The Wronskian of y and s vanishes at p, hence also at q:

y′(q) w(q) sin(θ(q) − θ(p)) = 0.

If y′(q) were zero, the Wronskian of y with every phase wave would vanish. For the wave with δ = θ(x), the Wronskian at x is y(x)/w(x), so y would be zero everywhere. Hence

θ(q) − θ(p) = nπ, with n an integer.

Conversely, under this condition s vanishes at both walls, and its slope 1/w(p) at p shows that it is not the zero function.

## What the Lean theorems say

`IsSolution` describes a function and its slope on a set, which is the open interval `Ioo a b` in the theorems, with `HasDerivAt` encoding both derivatives. `IsErmakov` does the same for w and includes positivity. Q is an arbitrary real function; continuity is not used, but u and v are given, as is θ. The Wronskian need equal 1 only at one point `x₀`.

`amplitude_phase` states the construction for every shift δ. `milne_quantization` starts from any positive Ermakov solution and gives the two-wall condition as an equivalence. Both walls lie strictly inside a finite interval on which the equation holds. For a box with V continuous up to the walls, continue V continuously past them and use y only between them; the physical wave function is zero outside. Bound states decaying at infinity, the usual setting of Milne's condition, are not covered.

```lean
import Mathlib

open Set

namespace MilneAmplitudePhase

noncomputable section

/-- The function `y`, with slope `y'`, solves the wave equation `y'' + Q y = 0` on `I`. -/
def IsSolution (Q y y' : ℝ → ℝ) (I : Set ℝ) : Prop :=
  ∀ x ∈ I, HasDerivAt y (y' x) x ∧ HasDerivAt y' (-(Q x * y x)) x

/-- The function `w`, with slope `w'`, is positive and solves the Ermakov equation
`w'' + Q w = 1 / w ^ 3` on `I`. -/
def IsErmakov (Q w w' : ℝ → ℝ) (I : Set ℝ) : Prop :=
  ∀ x ∈ I, 0 < w x ∧ HasDerivAt w (w' x) x ∧ HasDerivAt w' (1 / w x ^ 3 - Q x * w x) x

/-- The Wronskian `y z' - y' z`. -/
def wronskian (y y' z z' : ℝ → ℝ) (x : ℝ) : ℝ := y x * z' x - y' x * z x

/-- The amplitude `√(A u² + 2 B u v + C v²)` built from two functions `u` and `v`. -/
def amplitude (A B C : ℝ) (u v : ℝ → ℝ) (x : ℝ) : ℝ :=
  √(A * u x ^ 2 + 2 * B * u x * v x + C * v x ^ 2)

/-- The slope of the amplitude, for points where the amplitude is not zero. -/
def amplitudeSlope (A B C : ℝ) (u u' v v' : ℝ → ℝ) (x : ℝ) : ℝ :=
  (A * u x * u' x + B * (u x * v' x + u' x * v x) + C * v x * v' x) / amplitude A B C u v x

/-- The wave `w sin (θ - δ)` with amplitude `w`, phase `θ` and constant phase shift `δ`. -/
def phaseWave (w θ : ℝ → ℝ) (δ x : ℝ) : ℝ := w x * Real.sin (θ x - δ)

/-- The slope of the wave `w sin (θ - δ)` when `θ' = 1 / w ^ 2`, for points where `w` is
not zero. -/
def phaseSlope (w w' θ : ℝ → ℝ) (δ x : ℝ) : ℝ :=
  w' x * Real.sin (θ x - δ) + Real.cos (θ x - δ) / w x

variable {Q u u' v v' w w' θ : ℝ → ℝ} {a b : ℝ}

/-- The Wronskian of two solutions takes the same value at any two points of the interval. -/
theorem wronskian_const (hu : IsSolution Q u u' (Ioo a b)) (hv : IsSolution Q v v' (Ioo a b))
    {x y : ℝ} (hx : x ∈ Ioo a b) (hy : y ∈ Ioo a b) :
    wronskian u u' v v' x = wronskian u u' v v' y := by
  have hd : ∀ t ∈ Ioo a b, HasDerivAt (wronskian u u' v v') 0 t := by
    intro t ht
    have h := ((hu t ht).1.fun_mul (hv t ht).2).fun_sub ((hu t ht).2.fun_mul (hv t ht).1)
    exact h.congr_deriv (by ring)
  exact isOpen_Ioo.is_const_of_deriv_eq_zero isPreconnected_Ioo
    (fun t ht => (hd t ht).differentiableAt.differentiableWithinAt)
    (fun t ht => (hd t ht).deriv) hx hy

/-- The quadratic form `A p² + 2 B p q + C q²` with `A > 0` and `A C - B² = 1` is positive when `p
q' - p' q = 1`. -/
theorem form_pos {A B C p p' q q' : ℝ} (hA : 0 < A) (hABC : A * C - B ^ 2 = 1)
    (hW : p * q' - p' * q = 1) : 0 < A * p ^ 2 + 2 * B * p * q + C * q ^ 2 := by
  rcases eq_or_ne q 0 with h | h
  · have hp : p ≠ 0 := by
      intro h0
      simp [h, h0] at hW
    have : 0 < A * p ^ 2 := by positivity
    rw [h]
    linarith
  · -- complete the square
    have hF : A * (A * p ^ 2 + 2 * B * p * q + C * q ^ 2) = (A * p + B * q) ^ 2 + q ^ 2 := by
      linear_combination q ^ 2 * hABC
    have : 0 < A * (A * p ^ 2 + 2 * B * p * q + C * q ^ 2) := by
      rw [hF]
      positivity
    exact (mul_pos_iff_of_pos_left hA).1 this

/-- If `A > 0` and `A C - B² = 1`, the amplitude built from two solutions with Wronskian one is
positive and solves the Ermakov equation `w'' + Q w = 1 / w ^ 3`. -/
theorem amplitude_isErmakov {A B C x₀ : ℝ} (hu : IsSolution Q u u' (Ioo a b))
    (hv : IsSolution Q v v' (Ioo a b)) (hx₀ : x₀ ∈ Ioo a b)
    (hW : wronskian u u' v v' x₀ = 1) (hA : 0 < A) (hABC : A * C - B ^ 2 = 1) :
    IsErmakov Q (amplitude A B C u v) (amplitudeSlope A B C u u' v v') (Ioo a b) := by
  intro x hx
  have hWx : u x * v' x - u' x * v x = 1 := (wronskian_const hu hv hx hx₀).trans hW
  obtain ⟨hu1, hu2⟩ := hu x hx
  obtain ⟨hv1, hv2⟩ := hv x hx
  have hF := form_pos hA hABC hWx
  have hpos : 0 < amplitude A B C u v x := Real.sqrt_pos.2 hF
  have hsq : amplitude A B C u v x ^ 2 = A * u x ^ 2 + 2 * B * u x * v x + C * v x ^ 2 :=
    Real.sq_sqrt hF.le
  -- slope of the quadratic form, then of its square root
  have hdF : HasDerivAt (fun t => A * u t ^ 2 + 2 * B * u t * v t + C * v t ^ 2)
      (2 * (A * u x * u' x + B * (u x * v' x + u' x * v x) + C * v x * v' x)) x :=
    ((((hu1.fun_pow 2).const_mul A).fun_add ((hu1.const_mul (2 * B)).fun_mul hv1)).fun_add
      ((hv1.fun_pow 2).const_mul C)).congr_deriv (by norm_num; ring)
  have hdw : HasDerivAt (amplitude A B C u v) (amplitudeSlope A B C u u' v v' x) x :=
    (hdF.sqrt hF.ne').congr_deriv (mul_div_mul_left _ _ two_ne_zero)
  refine ⟨hpos, hdw, ?_⟩
  have hdN : HasDerivAt
      (fun t => A * u t * u' t + B * (u t * v' t + u' t * v t) + C * v t * v' t)
      (A * u' x ^ 2 + 2 * B * u' x * v' x + C * v' x ^ 2
        - Q x * amplitude A B C u v x ^ 2) x :=
    ((((hu1.const_mul A).fun_mul hu2).fun_add
      (((hu1.fun_mul hv2).fun_add (hu2.fun_mul hv1)).const_mul B)).fun_add
      ((hv1.const_mul C).fun_mul hv2)).congr_deriv (by rw [hsq]; ring)
  -- the determinant `A C - B²` times the squared Wronskian is one
  have key : (A * u' x ^ 2 + 2 * B * u' x * v' x + C * v' x ^ 2) * amplitude A B C u v x ^ 2
      - (A * u x * u' x + B * (u x * v' x + u' x * v x) + C * v x * v' x) ^ 2 = 1 := by
    rw [hsq]
    linear_combination (u x * v' x - u' x * v x) ^ 2 * hABC
      + (u x * v' x - u' x * v x + 1) * hWx
  refine (hdN.fun_div hdw hpos.ne').congr_deriv ?_
  have hne := hpos.ne'
  simp only [amplitudeSlope]
  field_simp
  linear_combination key

/-- If `w` solves the Ermakov equation and `θ' = 1 / w ^ 2`, then `w sin (θ - δ)` solves
`y'' + Q y = 0` for every constant `δ`. -/
theorem phaseWave_isSolution (hw : IsErmakov Q w w' (Ioo a b))
    (hθ : ∀ x ∈ Ioo a b, HasDerivAt θ (1 / w x ^ 2) x) (δ : ℝ) :
    IsSolution Q (phaseWave w θ δ) (phaseSlope w w' θ δ) (Ioo a b) := by
  intro x hx
  obtain ⟨hpos, h1, h2⟩ := hw x hx
  have hne := hpos.ne'
  have hφ : HasDerivAt (fun t => θ t - δ) (1 / w x ^ 2) x := (hθ x hx).sub_const δ
  constructor
  · refine (h1.fun_mul hφ.sin).congr_deriv ?_
    simp only [phaseSlope]
    field_simp
  · refine ((h2.fun_mul hφ.sin).fun_add (hφ.cos.fun_div h1 hne)).congr_deriv ?_
    simp only [phaseWave]
    field_simp
    ring

/-- Amplitude-phase construction: if `u` and `v` are solutions with Wronskian one, `A > 0` and `A C
- B² = 1`, then `w = √(A u² + 2 B u v + C v²)` is positive and solves `w'' + Q w = 1 / w ^ 3`, and
for every phase with `θ' = 1 / w ^ 2` and every constant `δ` the wave `w sin (θ - δ)` solves `y'' +
Q y = 0`. -/
theorem amplitude_phase {A B C x₀ : ℝ} (hu : IsSolution Q u u' (Ioo a b))
    (hv : IsSolution Q v v' (Ioo a b)) (hx₀ : x₀ ∈ Ioo a b)
    (hW : wronskian u u' v v' x₀ = 1) (hA : 0 < A) (hABC : A * C - B ^ 2 = 1) :
    IsErmakov Q (amplitude A B C u v) (amplitudeSlope A B C u u' v v') (Ioo a b) ∧
    ∀ θ : ℝ → ℝ, (∀ x ∈ Ioo a b, HasDerivAt θ (1 / amplitude A B C u v x ^ 2) x) →
      ∀ δ : ℝ, IsSolution Q (phaseWave (amplitude A B C u v) θ δ)
        (phaseSlope (amplitude A B C u v) (amplitudeSlope A B C u u' v v') θ δ) (Ioo a b) :=
  have h := amplitude_isErmakov hu hv hx₀ hW hA hABC
  ⟨h, fun _ hθ δ => phaseWave_isSolution h hθ δ⟩

/-- Two-wall phase condition: if `w` solves the Ermakov equation and `θ' = 1 / w ^ 2`, then a
solution of `y'' + Q y = 0` that is not identically zero and vanishes at `p` and `q` exists exactly
when the phase difference `θ q - θ p` is an integer multiple of `π`. -/
theorem milne_quantization (hw : IsErmakov Q w w' (Ioo a b))
    (hθ : ∀ x ∈ Ioo a b, HasDerivAt θ (1 / w x ^ 2) x) {p q : ℝ}
    (hp : p ∈ Ioo a b) (hq : q ∈ Ioo a b) :
    (∃ y y' : ℝ → ℝ, IsSolution Q y y' (Ioo a b) ∧ y p = 0 ∧ y q = 0 ∧
      ∃ x ∈ Ioo a b, y x ≠ 0) ↔ ∃ n : ℤ, θ q - θ p = n * Real.pi := by
  constructor
  · rintro ⟨y, y', hy, yp, yq, x, hx, hne⟩
    -- the slope at `q` cannot vanish, otherwise `y` would be zero at `x`
    have hslope : y' q ≠ 0 := by
      intro h0
      have h := wronskian_const hy (phaseWave_isSolution hw hθ (θ x)) hx hq
      simp only [wronskian, phaseWave, phaseSlope, yq, h0, sub_self, Real.sin_zero,
        Real.cos_zero, mul_zero, zero_mul, zero_add, sub_zero] at h
      exact hne ((mul_eq_zero.1 h).resolve_right (one_div_ne_zero (hw x hx).1.ne'))
    -- compare `y` with the wave that vanishes at `p`
    have h : y' q * (w q * Real.sin (θ q - θ p)) = 0 := by
      have h := wronskian_const hy (phaseWave_isSolution hw hθ (θ p)) hq hp
      simp only [wronskian, phaseWave, yp, yq, sub_self, Real.sin_zero, mul_zero,
        zero_mul, zero_sub] at h
      linarith
    have hsin := ((mul_eq_zero.1 h).resolve_left hslope)
    obtain ⟨n, hn⟩ := Real.sin_eq_zero_iff.1
      ((mul_eq_zero.1 hsin).resolve_left (hw q hq).1.ne')
    exact ⟨n, hn.symm⟩
  · rintro ⟨n, hn⟩
    have hs := phaseWave_isSolution hw hθ (θ p)
    refine ⟨_, _, hs, by simp [phaseWave], by simp [phaseWave, hn], ?_⟩
    by_contra hcon
    -- a wave vanishing everywhere would have zero slope at `p`
    have hz : HasDerivAt (phaseWave w θ (θ p)) 0 p :=
      (hasDerivAt_const p (0 : ℝ)).congr_of_eventuallyEq
        (Filter.eventually_of_mem (isOpen_Ioo.mem_nhds hp)
          (fun x hx => by_contra fun h => hcon ⟨x, hx, h⟩))
    have h := (hs p hp).1.unique hz
    simp only [phaseSlope, sub_self, Real.sin_zero, Real.cos_zero, mul_zero, zero_add] at h
    exact one_div_ne_zero (hw p hp).1.ne' h

/-- For `Q = 0` the functions `1` and `x` are solutions with Wronskian one, and `arctan` is a
phase for their amplitude with `A = C = 1` and `B = 0`. -/
theorem free_equation_witness (a b : ℝ) :
    IsSolution (fun _ => 0) (fun _ => 1) (fun _ => 0) (Ioo a b) ∧
    IsSolution (fun _ => 0) (fun x => x) (fun _ => 1) (Ioo a b) ∧
    (∀ x, wronskian (fun _ => 1) (fun _ => 0) (fun x => x) (fun _ => 1) x = 1) ∧
    ∀ x, HasDerivAt Real.arctan (1 / amplitude 1 0 1 (fun _ => 1) (fun x => x) x ^ 2) x := by
  refine ⟨fun x _ => ⟨hasDerivAt_const x 1, ?_⟩, fun x _ => ⟨hasDerivAt_id' x, ?_⟩,
    fun x => by simp [wronskian], fun x => ?_⟩
  · exact (hasDerivAt_const x (0 : ℝ)).congr_deriv (by simp)
  · exact (hasDerivAt_const x (1 : ℝ)).congr_deriv (by simp)
  · have h : amplitude 1 0 1 (fun _ => 1) (fun x => x) x ^ 2 = 1 + x ^ 2 := by
      simp only [amplitude]
      rw [Real.sq_sqrt (by nlinarith [sq_nonneg x])]
      ring
    rw [h]
    exact Real.hasDerivAt_arctan x

end

end MilneAmplitudePhase
```

```lean
#print axioms MilneAmplitudePhase.amplitude_phase
-- 'MilneAmplitudePhase.amplitude_phase' depends on axioms: [propext, Classical.choice, Quot.sound]
#print axioms MilneAmplitudePhase.milne_quantization
-- 'MilneAmplitudePhase.milne_quantization' depends on axioms: [propext, Classical.choice, Quot.sound]
```

## How the proof follows the calculation

`wronskian_const` turns the zero derivative into constancy on the interval, and `form_pos` makes the case split on v (its `p` and `q` stand for the values of u and v, not for the walls). In `amplitude_isErmakov`, `hdF` and `hdN` differentiate F and N, while `key` is the identity Gw² − N² = 1; `field_simp` clears denominators and `linear_combination key` finishes.

`phaseWave_isSolution` checks the two derivatives of the wave. `milne_quantization` uses the Wronskian comparisons above; for the converse, uniqueness of the derivative rules out a wave that vanishes everywhere. `free_equation_witness` supplies an example: Q = 0, u = 1, v = x, w = √(1 + x²), θ = arctan x.

## Finding a box energy numerically

For one-dimensional motion between hard walls, choose a trial E and integrate

w″ = 1/w³ − Qw, θ′ = 1/w²

from p to q, starting with any w(p) > 0 and any w′(p). A root finder then adjusts E until θ(q) − θ(p) = nπ, with n ≥ 1. Where Q is positive and slowly varying, starting near w = Q^(−1/4) with a small slope helps to avoid strong oscillations in w. For constant Q = k² > 0, the choice w = k^(−1/2) gives θ′ = k and the familiar k(q − p) = nπ.
